# The radial so(2,1) algebra of the Coulomb problem and its Casimir

An algebraic calculation on a hydrogen-like ion can start by multiplying the radial equation $(H-E)u=0$ by the radius $r$. Here $H$ is the radial Hamiltonian for nuclear charge $Z$, $E$ is the energy and $u$ is $r$ times the radial wave function. The product $r(H-E)$ is a constant plus a linear combination of operators that close under commutation, so its action on a basis labelled by the eigenvalues of one of them follows from ladder relations. This bears on one non-relativistic electron in a Coulomb field, and the problems below treat only the algebra of the radial operators.

## Setting

Atomic units are used, $\hbar=m_e=e^2/4\pi\varepsilon_0=1$, and the nucleus is held fixed. Let $\mathcal A$ be an associative complex algebra with unit, and write $[x,y]=xy-yx$. Take an invertible element $r$, an element $p$ with $[r,p]=i$, and an element $c$ that commutes with $r$ and $p$. In the physics $p$ is the radial momentum, $-i\,d/dr$ on $u$, and $c$ is $L^2$, or its value $l(l+1)$ at angular momentum $l$. Define
$$A=rp^2+cr^{-1},\quad T_1=\tfrac12(A-r),\quad T_2=rp,\quad T_3=\tfrac12(A+r),\quad T_\pm=T_1\pm iT_2,$$
$$H=\tfrac12\,(p^2+cr^{-2})-Zr^{-1}.$$

In Lean, `r : 𝒜ˣ` is a unit, with `r.val` the element and `(r⁻¹).val` its two-sided inverse. The hypothesis `comm r.val p = I • 1` is $[r,p]=i$, and `Commute c r.val` is $cr=rc$. Both are assumed in parts (a) to (g) as far as each part needs them. Parts (f) and (g) take $\mathcal A$ to be `Module.End ℂ V`, the linear maps on a complex vector space $V$. No inner product, adjoint or operator domain enters, so $Z$, $E$ and the eigenvalues need not be real.

```lean
import Mathlib

open Complex

namespace RadialSO21

noncomputable section

variable {𝒜 : Type*} [Ring 𝒜] [Algebra ℂ 𝒜] {V : Type*} [AddCommGroup V] [Module ℂ V]

/-- The commutator `[x, y] = x y - y x`. -/
def comm (x y : 𝒜) : 𝒜 := x * y - y * x

/-- The operator `A = r p² + c / r`. -/
def opA (r : 𝒜ˣ) (p c : 𝒜) : 𝒜 := r.val * p ^ 2 + c * (r⁻¹).val

/-- The generator `T₁ = (A - r) / 2`. -/
def T1 (r : 𝒜ˣ) (p c : 𝒜) : 𝒜 := (1 / 2 : ℂ) • (opA r p c - r.val)

/-- The generator `T₂ = r p`. -/
def T2 (r : 𝒜ˣ) (p : 𝒜) : 𝒜 := r.val * p

/-- The generator `T₃ = (A + r) / 2`. -/
def T3 (r : 𝒜ˣ) (p c : 𝒜) : 𝒜 := (1 / 2 : ℂ) • (opA r p c + r.val)

/-- The operator `T₊ = T₁ + i T₂`. -/
def Tp (r : 𝒜ˣ) (p c : 𝒜) : 𝒜 := T1 r p c + I • T2 r p

/-- The operator `T₋ = T₁ - i T₂`. -/
def Tm (r : 𝒜ˣ) (p c : 𝒜) : 𝒜 := T1 r p c - I • T2 r p

/-- The radial Coulomb Hamiltonian `H = (p² + c / r²) / 2 - Z / r`. -/
def coulombH (r : 𝒜ˣ) (p c : 𝒜) (Z : ℂ) : 𝒜 :=
  (1 / 2 : ℂ) • (p ^ 2 + c * (r⁻¹).val ^ 2) - Z • (r⁻¹).val
```

## (a) Commutators with $T_2$

Task. Show that $[T_2,r]=-ir$ and $[T_2,A]=iA$.

Solution. First, $[rp,r]=r[p,r]=-ir$. For the kinetic term of $A$,
$$[rp,\,rp^2]=rp\,rp\,p-rp\,pr\,p=rp\,[r,p]\,p=i\,rp^2 .$$
For the centrifugal term, move $c$ to the left through $p$ and $r$:
$$[rp,\,cr^{-1}]=c\,rp\,r^{-1}-cp=c\,(rp-pr)\,r^{-1}=i\,cr^{-1}.$$
The two terms add up to $iA$.

In the Lean proof, `r.val * p * h * p` and `c * h * (r⁻¹).val` are these two lines, and the terms with `hcp.eq` and `hcr.eq` move $c$. The technique carries over to other noncommutative identities. The tactic `linear_combination` accepts hypotheses multiplied from the left and from the right, but its default closing step `ring` needs commutative multiplication. The option `(norm := skip)` leaves the residual equation open, `simp only` expands it into right-associated words and cancels $rr^{-1}$, and `module` compares the complex coefficient of each word.

```lean
/-- If `[r, p] = i` and `c` commutes with `r` and `p`, then `[T₂, r] = -i r` and
`[T₂, A] = i A`. -/
theorem comm_T2 (r : 𝒜ˣ) (p c : 𝒜) (h : comm r.val p = I • 1)
    (hcr : Commute c r.val) (hcp : Commute c p) :
    comm (T2 r p) r.val = -(I • r.val) ∧ comm (T2 r p) (opA r p c) = I • opA r p c := by
  constructor
  · linear_combination (norm := skip) -(r.val * h)
    simp only [comm, T2, mul_sub, mul_assoc, mul_smul_comm, mul_one]
    module
  · -- `r p [r, p] p` gives the kinetic term, `c [r, p] / r` the centrifugal term
    linear_combination (norm := skip) r.val * p * h * p + c * h * (r⁻¹).val
      - r.val * hcp.eq * (r⁻¹).val - hcr.eq * p * (r⁻¹).val
    simp only [comm, T2, opA, pow_two, mul_add, add_mul, mul_sub, sub_mul, mul_assoc,
      mul_smul_comm, smul_mul_assoc, mul_one, Units.mul_inv, Units.inv_mul_cancel_left]
    module
```

## (b) The commutator of $r$ with $A$

Task. Show that $[r,A]=2iT_2$, using of $c$ only that it commutes with $r$.

Solution. The kinetic term gives
$$[r,rp^2]=r[r,p^2]=r\big([r,p]\,p+p\,[r,p]\big)=2i\,rp,$$
and the centrifugal term gives $[r,cr^{-1}]=rcr^{-1}-c=0$. The three summands of the linear combination are $r[r,p]p$, $rp[r,p]$ and the commutation of $c$ with $r$.

```lean
/-- If `[r, p] = i` and `c` commutes with `r`, then `[r, A] = 2 i T₂`. -/
theorem comm_r_opA (r : 𝒜ˣ) (p c : 𝒜) (h : comm r.val p = I • 1) (hcr : Commute c r.val) :
    comm r.val (opA r p c) = (2 * I) • T2 r p := by
  linear_combination (norm := skip) r.val * h * p + r.val * p * h - hcr.eq * (r⁻¹).val
  simp only [comm, T2, opA, pow_two, mul_add, add_mul, mul_sub, sub_mul, mul_assoc,
    mul_smul_comm, smul_mul_assoc, mul_one, Units.mul_inv, Units.inv_mul]
  module
```

## (c) The so(2,1) relations and the Casimir

Task. Show that $[T_1,T_2]=-iT_3$, $[T_2,T_3]=iT_1$, $[T_3,T_1]=iT_2$ and $T_3^2-T_1^2-T_2^2=c$.

Solution. Parts (a) and (b) give
$$[T_1,T_2]=\tfrac12\big([T_2,r]-[T_2,A]\big)=\tfrac12(-ir-iA)=-iT_3,$$
$$[T_2,T_3]=\tfrac12\big([T_2,A]+[T_2,r]\big)=\tfrac12(iA-ir)=iT_1,$$
$$[T_3,T_1]=\tfrac14[A+r,\,A-r]=\tfrac12[r,A]=iT_2 .$$
For the Casimir, the squares $A^2$ and $r^2$ cancel, so that $T_3^2-T_1^2=\tfrac12(Ar+rA)$, with $Ar=rp^2r+c$ and $rA=r^2p^2+rcr^{-1}=r^2p^2+c$. The square of $T_2$ can be reordered in two ways:
$$rp\,rp=r(rp-i)p=r^2p^2-i\,rp,\qquad rp\,rp=rp(pr+i)=rp^2r+i\,rp .$$
Their mean is $T_2^2=\tfrac12(r^2p^2+rp^2r)$, and subtraction leaves $c$.

The minus sign in $[T_1,T_2]$ is where these relations differ from those of angular momentum. In the proof, `h1`, `h2` and `h3` are the results of (a) and (b), combined with weights $\pm\tfrac12$. In the last goal, `r.val * h * p` and `r.val * p * h` are the two reorderings.

```lean
/-- If `[r, p] = i` and `c` commutes with `r` and `p`, then `T₁, T₂, T₃` obey the so(2,1)
commutation relations and `T₃² - T₁² - T₂² = c`. -/
theorem so21 (r : 𝒜ˣ) (p c : 𝒜) (h : comm r.val p = I • 1)
    (hcr : Commute c r.val) (hcp : Commute c p) :
    comm (T1 r p c) (T2 r p) = -(I • T3 r p c) ∧ comm (T2 r p) (T3 r p c) = I • T1 r p c ∧
    comm (T3 r p c) (T1 r p c) = I • T2 r p ∧
    T3 r p c ^ 2 - T1 r p c ^ 2 - T2 r p ^ 2 = c := by
  obtain ⟨h1, h2⟩ := comm_T2 r p c h hcr hcp
  have h3 := comm_r_opA r p c h hcr
  refine ⟨?_, ?_, ?_, ?_⟩
  · linear_combination (norm := skip) (1 / 2 : ℂ) • h1 - (1 / 2 : ℂ) • h2
    simp only [comm, T1, T3, mul_sub, sub_mul, mul_smul_comm, smul_mul_assoc]
    module
  · linear_combination (norm := skip) (1 / 2 : ℂ) • h1 + (1 / 2 : ℂ) • h2
    simp only [comm, T1, T3, mul_add, add_mul, mul_smul_comm, smul_mul_assoc]
    module
  · linear_combination (norm := skip) (1 / 2 : ℂ) • h3
    simp only [comm, T1, T3, mul_add, add_mul, mul_sub, sub_mul, mul_smul_comm, smul_mul_assoc]
    module
  · -- `T₃² - T₁² = (A r + r A) / 2`, and `(r p p r + r r p p) / 2 = r p r p`
    linear_combination (norm := skip) (1 / 2 : ℂ) • (r.val * h * p)
      - (1 / 2 : ℂ) • (r.val * p * h) - (1 / 2 : ℂ) • (hcr.eq * (r⁻¹).val)
    simp only [comm, T1, T2, T3, opA, pow_two, mul_add, add_mul, mul_sub, sub_mul, mul_assoc,
      mul_smul_comm, smul_mul_assoc, mul_one, Units.mul_inv, Units.inv_mul,
      Units.inv_mul_cancel_left]
    module
```

## (d) Scalar $c$

Task. Specialise (c) to $c=\gamma\cdot 1$ with a complex number $\gamma$.

Solution. A multiple of the identity commutes with every element, so $[r,p]=i$ is the only hypothesis left and the Casimir equals $\gamma$. The proof hands these two commutation facts to `so21`.

```lean
/-- For a scalar `c = γ`, the relation `[r, p] = i` gives the so(2,1) commutation relations
and `T₃² - T₁² - T₂² = γ`. -/
theorem so21_scalar (r : 𝒜ˣ) (p : 𝒜) (γ : ℂ) (h : comm r.val p = I • 1) :
    comm (T1 r p (γ • 1)) (T2 r p) = -(I • T3 r p (γ • 1)) ∧
    comm (T2 r p) (T3 r p (γ • 1)) = I • T1 r p (γ • 1) ∧
    comm (T3 r p (γ • 1)) (T1 r p (γ • 1)) = I • T2 r p ∧
    T3 r p (γ • 1) ^ 2 - T1 r p (γ • 1) ^ 2 - T2 r p ^ 2 = γ • 1 :=
  so21 r p (γ • 1) h ((Commute.one_left _).smul_left γ) ((Commute.one_left _).smul_left γ)
```

## (e) Ladder relations

Task. Show that $[T_3,T_\pm]=\pm T_\pm$ and $T_+T_-=T_3^2-T_3-c$.

Solution. From (c), $[T_3,T_2]=-iT_1$, hence
$$[T_3,T_\pm]=iT_2\pm i(-iT_1)=\pm(T_1\pm iT_2).$$
For the product,
$$T_+T_-=T_1^2+T_2^2-i[T_1,T_2]=T_1^2+T_2^2-T_3,$$
and the Casimir replaces $T_1^2+T_2^2$ by $T_3^2-c$. The combinations `h3 - I • h2`, `h3 + I • h2` and `-h4 - I • h1` are these steps, and `I_mul_I` supplies $i^2=-1$.

```lean
/-- If `[r, p] = i` and `c` commutes with `r` and `p`, the ladder relations hold:`[T₃, T₊] = T₊`, `[T₃, T₋] = -T₋` and `T₊ T₋ = T₃² - T₃ - c`. -/
theorem ladder (r : 𝒜ˣ) (p c : 𝒜) (h : comm r.val p = I • 1)
    (hcr : Commute c r.val) (hcp : Commute c p) :
    comm (T3 r p c) (Tp r p c) = Tp r p c ∧ comm (T3 r p c) (Tm r p c) = -Tm r p c ∧
    Tp r p c * Tm r p c = T3 r p c ^ 2 - T3 r p c - c := by
  obtain ⟨h1, h2, h3, h4⟩ := so21 r p c h hcr hcp
  refine ⟨?_, ?_, ?_⟩
  · linear_combination (norm := skip) h3 - I • h2
    simp only [comm, Tp, mul_add, add_mul, mul_smul_comm, smul_mul_assoc, smul_smul, I_mul_I]
    module
  · linear_combination (norm := skip) h3 + I • h2
    simp only [comm, Tm, mul_sub, sub_mul, mul_smul_comm, smul_mul_assoc, smul_smul, I_mul_I]
    module
  · linear_combination (norm := skip) -h4 - I • h1
    simp only [comm, Tp, Tm, pow_two, add_mul, mul_sub, mul_smul_comm, smul_mul_assoc,
      smul_add, smul_sub, smul_neg, smul_smul, I_mul_I]
    module
```

## (f) The tower of eigenvalues

Task. Let $v\in V$ satisfy $T_3v=kv$ for a complex number $k$. Show that $T_3T_+^mv=(k+m)\,T_+^mv$ for every natural number $m$.

Solution. The case $m=0$ is the hypothesis. For the step, (e) reads $T_3T_+=T_+T_3+T_+$. With $w=T_+^mv$ and $T_3w=(k+m)w$ this gives
$$T_3T_+w=T_+(k+m)w+T_+w=(k+m+1)\,T_+w .$$
In Lean, `e'` is the rearranged commutator and `step` is its value on $w$. The statement allows $T_+^mv=0$, so it gives an eigenvector at level $m$ only when that vector is nonzero.

```lean
/-- Assume `[r, p] = i` and that `c` commutes with `r` and `p`. If `T₃ v = k v`, then `T₃ T₊^m v = (k + m) T₊^m v` for every `m`. -/
theorem tower (r : (Module.End ℂ V)ˣ) (p c : Module.End ℂ V) (h : comm r.val p = I • 1)
    (hcr : Commute c r.val) (hcp : Commute c p) (v : V) (k : ℂ)
    (hk : T3 r p c v = k • v) (m : ℕ) :
    T3 r p c ((Tp r p c ^ m) v) = (k + m) • (Tp r p c ^ m) v := by
  have e := (ladder r p c h hcr hcp).1
  unfold comm at e
  have e' := sub_eq_iff_eq_add'.mp e
  induction m with
  | zero => simp [hk]
  | succ m ih =>
    -- move `T₃` through one factor `T₊`
    have step := LinearMap.congr_fun e' ((Tp r p c ^ m) v)
    simp only [Module.End.mul_apply, LinearMap.add_apply] at step
    rw [pow_succ', Module.End.mul_apply, step, ih, map_smul]
    push_cast
    module
```

## (g) The lowest weight

Task. Let $v\ne0$ satisfy $T_-v=0$, $T_3v=kv$ and $cv=\gamma v$. Show that $\gamma=k(k-1)$.

Solution. Apply $T_+T_-=T_3^2-T_3-c$ to $v$. The left side vanishes, so $0=(k^2-k-\gamma)\,v$, which is `e2`, and $v\neq0$ forces the factor to vanish. For $\gamma=l(l+1)$ the condition reads $(k-l-1)(k+l)=0$. The theorem assumes that such a $v$ exists and does not select between the roots $k=l+1$ and $k=-l$.

```lean
/-- Assume `[r, p] = i` and that `c` commutes with `r` and `p`. If a nonzero `v` has `T₋ v = 0`, `T₃ v = k v` and `c v = γ v`, then `γ = k (k - 1)`. -/
theorem lowest_weight (r : (Module.End ℂ V)ˣ) (p c : Module.End ℂ V)
    (h : comm r.val p = I • 1) (hcr : Commute c r.val) (hcp : Commute c p) (v : V) (k γ : ℂ)
    (hv : v ≠ 0) (hm : Tm r p c v = 0) (hk : T3 r p c v = k • v) (hc : c v = γ • v) :
    γ = k * (k - 1) := by
  have e := LinearMap.congr_fun (ladder r p c h hcr hcp).2.2 v
  simp only [Module.End.mul_apply, LinearMap.sub_apply, pow_two, hm, hk, hc, map_zero,
    map_smul, smul_smul] at e
  have e2 : (k * (k - 1) - γ) • v = 0 := by
    linear_combination (norm := module) -e
  exact (sub_eq_zero.mp ((smul_eq_zero.mp e2).resolve_right hv)).symm
```

## (h) The Coulomb Hamiltonian in terms of the generators

Task. With $c$ commuting with $r$, show that
$$r(H-E)=(\tfrac12-E)\,T_3+(\tfrac12+E)\,T_1-Z .$$

Solution. Since $rcr^{-2}=cr^{-1}$, one has $r(H-E)=\tfrac12A-Er-Z$. The definitions give $A=T_3+T_1$ and $r=T_3-T_1$; insert them and collect terms. The relation $[r,p]=i$ is not needed, and the linear combination has the single term that moves $c$ past $r$. The identity does not by itself determine the spectrum: the scaling of $r$ that removes $T_1$ for a general negative $E$, and with it the formula for the energy levels, is not treated.

```lean
/-- If `c` commutes with `r`, then `r (H - E) = (1/2 - E) T₃ + (1/2 + E) T₁ - Z`. -/
theorem coulomb_linear (r : 𝒜ˣ) (p c : 𝒜) (Z E : ℂ) (hcr : Commute c r.val) :
    r.val * (coulombH r p c Z - E • 1)
      = (1 / 2 - E) • T3 r p c + (1 / 2 + E) • T1 r p c - Z • 1 := by
  linear_combination (norm := skip) -((1 / 2 : ℂ) • (hcr.eq * (r⁻¹).val * (r⁻¹).val))
  simp only [coulombH, T1, T3, opA, pow_two, mul_add, mul_sub, mul_assoc, mul_smul_comm,
    mul_one, Units.mul_inv]
  module
```

## (i) A concrete representation

Task. Let $V$ be the space of all sequences $f:\mathbb Z\to\mathbb C$, read as the coefficients of the formal sum $u=\sum_n f(n)\,r^ne^{-r}$, and let $l$ be a natural number. Show that $[r,p]=i$ on $V$, and that for $c=l(l+1)$ the vector $r^{l+1}e^{-r}$ is nonzero, annihilated by $T_-$, and has $T_3$ eigenvalue $l+1$.

Solution. Multiplication by $r$ gives $(rf)(n)=f(n-1)$, with inverse $(r^{-1}f)(n)=f(n+1)$. From $\frac{d}{dr}r^ne^{-r}=(nr^{n-1}-r^n)\,e^{-r}$ follows $(pf)(n)=-i\big((n+1)f(n+1)-f(n)\big)$. Then
$$([r,p]f)(n)=-i\big(nf(n)-f(n-1)\big)+i\big((n+1)f(n)-f(n-1)\big)=if(n).$$
Write $e_n=r^ne^{-r}$ and $c=\gamma$. Differentiating twice gives
$$Ae_n=\big(\gamma-n(n-1)\big)e_{n-1}+2n\,e_n-e_{n+1},\qquad iT_2e_n=n\,e_n-e_{n+1},$$
and with $re_n=e_{n+1}$,
$$T_3e_n=n\,e_n+\tfrac12\big(\gamma-n(n-1)\big)e_{n-1},\qquad T_-e_n=\tfrac12\big(\gamma-n(n-1)\big)e_{n-1}.$$
For $\gamma=l(l+1)$ and $n=l+1$ the bracket vanishes, so $T_-e_{l+1}=0$ and $T_3e_{l+1}=(l+1)\,e_{l+1}$.

The operators are `rSeq` and `pSeq`, both defined coefficient by coefficient, so no convergence question arises, and `ground l` is $e_{l+1}$.

```lean
/-- Shift of the index of a coefficient sequence by `k`. -/
def shift (k : ℤ) : Module.End ℂ (ℤ → ℂ) where
  toFun f := fun n => f (n + k)
  map_add' _ _ := rfl
  map_smul' _ _ := rfl

/-- Multiplication by `r` on the coefficients `f n` of `∑ f n rⁿ e^{-r}`, with its inverse. -/
def rSeq : (Module.End ℂ (ℤ → ℂ))ˣ where
  val := shift (-1)
  inv := shift 1
  val_inv := LinearMap.ext fun f => funext fun n => by
    show f (n + -1 + 1) = f n
    rw [neg_add_cancel_right]
  inv_val := LinearMap.ext fun f => funext fun n => by
    show f (n + 1 + -1) = f n
    rw [add_neg_cancel_right]

/-- The momentum `-i d/dr` on the coefficients `f n` of `∑ f n rⁿ e^{-r}`. -/
def pSeq : Module.End ℂ (ℤ → ℂ) where
  toFun f := fun n => -I * (((n : ℂ) + 1) * f (n + 1) - f n)
  map_add' f g := by
    funext n
    simp only [Pi.add_apply]
    ring
  map_smul' a f := by
    funext n
    simp only [Pi.smul_apply, smul_eq_mul, RingHom.id_apply]
    ring

/-- The coefficient sequence of `r^{l+1} e^{-r}`. -/
def ground (l : ℕ) : ℤ → ℂ := fun n => if n = l + 1 then 1 else 0
```

On coefficients the last two formulas become $(T_3f)(n)=nf(n)+\tfrac12\big(\gamma-n(n+1)\big)f(n+1)$ and $(T_-f)(n)=\tfrac12\big(\gamma-n(n+1)\big)f(n+1)$, which are `h3` and `hm`. The statement `z` says that the common term vanishes on `ground l`: for $n=l$ the prefactor is zero, and for every other $n$ the coefficient at $n+1$ is zero.

```lean
/-- The operators `rSeq`, `pSeq` obey `[r, p] = i`, and for `c = l (l + 1)` the nonzero vector
`ground l` is annihilated by `T₋` and has `T₃` eigenvalue `l + 1`. -/
theorem so21_witness (l : ℕ) :
    comm rSeq.val pSeq = I • 1 ∧ ground l ≠ 0 ∧
    Tm rSeq pSeq (((l : ℂ) * (l + 1)) • 1) (ground l) = 0 ∧
    T3 rSeq pSeq (((l : ℂ) * (l + 1)) • 1) (ground l) = ((l : ℂ) + 1) • ground l := by
  have hr : ∀ (f : ℤ → ℂ) (n : ℤ), rSeq.val f n = f (n - 1) := fun _ _ => rfl
  have hs : ∀ (f : ℤ → ℂ) (n : ℤ), (rSeq⁻¹).val f n = f (n + 1) := fun _ _ => rfl
  have hp : ∀ (f : ℤ → ℂ) (n : ℤ),
      pSeq f n = -I * (((n : ℂ) + 1) * f (n + 1) - f n) := fun _ _ => rfl
  -- action of `T₃` and `T₋` on the coefficients
  have h3 : ∀ (γ : ℂ) (f : ℤ → ℂ) (n : ℤ), T3 rSeq pSeq (γ • 1) f n
      = n * f n + (γ - n * (n + 1)) / 2 * f (n + 1) := by
    intro γ f n
    simp only [T3, opA, pow_two, Module.End.mul_apply, Module.End.one_apply,
      LinearMap.add_apply, LinearMap.smul_apply, Pi.add_apply, Pi.smul_apply, smul_eq_mul,
      hr, hs, hp, sub_add_cancel]
    push_cast
    linear_combination
      (1 / 2 * (n * ((n + 1) * f (n + 1) - f n) - (n * f n - f (n - 1)))) * I_sq
  have hm : ∀ (γ : ℂ) (f : ℤ → ℂ) (n : ℤ), Tm rSeq pSeq (γ • 1) f n
      = (γ - n * (n + 1)) / 2 * f (n + 1) := by
    intro γ f n
    simp only [Tm, T1, T2, opA, pow_two, Module.End.mul_apply, Module.End.one_apply,
      LinearMap.add_apply, LinearMap.sub_apply, LinearMap.smul_apply, Pi.add_apply,
      Pi.sub_apply, Pi.smul_apply, smul_eq_mul, hr, hs, hp, sub_add_cancel]
    push_cast
    linear_combination (1 / 2 * (n * ((n + 1) * f (n + 1) - f n) - (n * f n - f (n - 1)))
      + (n * f n - f (n - 1))) * I_sq
  have z : ∀ n : ℤ, ((l : ℂ) * (l + 1) - n * (n + 1)) / 2 * ground l (n + 1) = 0 := by
    intro n
    by_cases hn : n = l
    · rw [hn]
      push_cast
      ring
    · simp [ground, hn]
  refine ⟨LinearMap.ext fun f => funext fun n => ?_, fun h0 => ?_, funext fun n => ?_,
    funext fun n => ?_⟩
  · simp only [comm, Module.End.mul_apply, Module.End.one_apply, LinearMap.sub_apply,
      LinearMap.smul_apply, Pi.sub_apply, Pi.smul_apply, smul_eq_mul, hr, hp,
      sub_add_cancel, add_sub_cancel_right]
    push_cast
    ring
  · have h1 := congr_fun h0 ((l : ℤ) + 1)
    simp [ground] at h1
  · rw [hm, z]
    rfl
  · rw [h3, z, add_zero]
    by_cases hn : n = l + 1 <;> simp [ground, hn]

end

end RadialSO21
```

```lean
#print axioms RadialSO21.so21_scalar
#print axioms RadialSO21.tower
#print axioms RadialSO21.lowest_weight
#print axioms RadialSO21.coulomb_linear
```

```
'RadialSO21.so21_scalar' depends on axioms: [propext, Classical.choice, Quot.sound]
'RadialSO21.tower' depends on axioms: [propext, Classical.choice, Quot.sound]
'RadialSO21.lowest_weight' depends on axioms: [propext, Classical.choice, Quot.sound]
'RadialSO21.coulomb_linear' depends on axioms: [propext, Classical.choice, Quot.sound]
```

The smallest case is $l=0$, where $c=0$ and the vector $re^{-r}$ has $k=1$, in agreement with $\gamma=k(k-1)=0$ from (g). What follows reads the formal vector as a function on the half-line, a step that Lean has not checked. At $E=-\tfrac12$ the $T_1$ term in (h) drops out and $r(H+\tfrac12)=T_3-Z$, so $r^{l+1}e^{-r}$ solves the radial equation at that energy when $Z=l+1$. With $\int_0^\infty|u|^2\,dr=1$ the normalised function is $\sqrt{2^{2l+3}/(2l+2)!}\;r^{l+1}e^{-r}$. For $l=0$ and $Z=1$ this is $u=2re^{-r}$, which is $r$ times the radial wave function $2e^{-r}$ of the hydrogen 1s state.
